# Number of points in the star of k on an even Γ-centred cubic mesh

## Mesh points as integers modulo 2p

When the integrand has the full point symmetry of the mesh, a Brillouin-zone sum can be reduced to one k-point from each star, weighted by the number of points in that star. To count them, we describe a mesh point by integers modulo $2p$: the reciprocal lattice is simple cubic (for general $d$, its $d$-dimensional analogue), the mesh has $2p$ divisions along each of the $d$ orthogonal axes and contains Γ, and $k=(k_0,\dots,k_{d-1})$ stands for the wave vector with components $k_i/(2p)$ in units of the reciprocal-lattice spacing. Points that differ by a reciprocal-lattice vector are then equal. The value $0$ is the zone centre and $p$ the zone boundary.

A point operation permutes the coordinates by $\sigma$ and multiplies them by signs $s_i=\pm1$, so that $k$ goes to the point with coordinates $s_i k_{\sigma(i)}$. For $d=3$ these are the 48 operations of the full cubic group. The star of $k$ is the set of all its images.

## The count and its weights

Let $m$ be the number of coordinates of $k$ other than $0$ and $p$, and $n_j$ the number equal to $j$ or $-j$, for $j=0,\dots,p$. For $p\ge1$ the star has

$$N=\frac{2^m\,d!}{n_0!\,n_1!\cdots n_p!}$$

points. On the $4\times4\times4$ mesh ($p=2$), the point $(1,1,0)$ has $m=2$, $n_0=1$, $n_1=2$, $n_2=0$, hence $N=4\cdot6/2=12$.

For an integrand that is unchanged by all these point operations, the normalised weight of a representative is $N/(2p)^d$. It is left to the user to check that the lattice is simple cubic and that the integrand has this symmetry: the theorem counts images on a mesh and knows nothing of a Hamiltonian. An fcc or bcc crystal can have all 48 point operations, but its reciprocal lattice is not simple cubic, so the formula does not carry over to a mesh along its primitive reciprocal vectors. A tetragonal crystal has at most 16 point operations, so none of its stars has more than 16 points.

## Counting shells, then signs

**Shells.** Each coordinate $x$ has a unique representative $r$ with $-p<r\le p$. Call $|x|=|r|\in\{0,\dots,p\}$ its shell. Then $|x|=j$ exactly when $x=\pm j$, and $|x|=|y|$ exactly when $x=\pm y$.

A coordinate equals its own negative when $2r$ is a multiple of $2p$, so when $r=0$ or $r=p$. These two shells hold one coordinate each, and every other shell holds two.

**Membership.** If $q$ is in the star, then $q_i=s_ik_{\sigma(i)}$, so $|q_i|=|k_{\sigma(i)}|$ for all $i$. Conversely, if these shells agree for some $\sigma$, then $q_i=\pm k_{\sigma(i)}$, and choosing $s_i$ accordingly gives an operation that takes $k$ to $q$.

**Rearrangements.** Let $a_i=|k_i|$, and let $A$ be the number of distinct rearrangements $a\circ\sigma$. Two permutations give the same one, $a\circ\sigma=a\circ\tau$, exactly when $\sigma\tau^{-1}$ leaves $a$ unchanged. Such permutations only shuffle positions with equal labels, so there are $\prod_j n_j!$ of them. Each rearrangement therefore comes from $\prod_j n_j!$ of the $d!$ permutations, and

$$A\prod_{j=0}^p n_j!=d!.$$

**Signs.** Fix a rearrangement $a\circ\sigma$. The points with these shells are found by choosing each $q_i$ independently in the shell of $k_{\sigma(i)}$. There are two choices if $k_{\sigma(i)}$ is neither $0$ nor $p$, and one otherwise. The product over $i$ does not depend on the order of the factors, so it is $2^m$. Thus $N=2^mA$, which is the formula.

**Stars of full size.** Suppose $N=2^d d!$. Then $2^d\prod_j n_j!=2^m\le2^d$, which forces $\prod_j n_j!=1$ and $m=d$; hence every $n_j\le1$. The converse follows by substitution.

**Body diagonal.** For $k=(x,\dots,x)$ with $x\ne0,p$ there is one rearrangement and $m=d$, so $N=2^d$.

## The theorems in words

A mesh point is a function `Fin d → ZMod (2 * p)`. In `pointOp`, `σ` is a permutation of `Fin d` and `s` assigns to each coordinate a unit of the integers, which is $1$ or $-1$. `kStar k` is the finite set of images, so coinciding images count once. `freeCount k` is $m$, `coordCount k j` is $n_j$, and `[NeZero p]` says $p\ge1$.

`card_kStar` states the formula as an equality of rational numbers, so no integer division rounds the quotient. `card_kStar_eq_full_iff` says that the star has $2^d d!$ points if and only if $m=d$ and $n_j\le1$ for all $j\le p$. `card_kStar_diagonal` gives the body-diagonal count.

## Counter-examples at p = 0 and at the zone corner

For $p=0$ Lean's `ZMod 0` is the set of all integers, and the only multiplicity left in the denominator is $n_0$. The point $(1,1)$ has the four images $(\pm1,\pm1)$, but the formula gives $2^2\cdot2!/0!=8$, because the repeated label $1$ is missed.

In the diagonal result, dropping $x\ne p$ admits the zone corner $(p,p,p)$, whose star has one point and not eight.

## The Lean file

```lean
import Mathlib

open Finset Equiv
open scoped Nat

namespace KPointStar

variable {p d : ℕ}

/-- The point operation that permutes the coordinates of `k` by `σ` and multiplies them by the
signs `s`. -/
def pointOp (σ : Perm (Fin d)) (s : Fin d → ℤˣ) (k : Fin d → ZMod (2 * p)) :
    Fin d → ZMod (2 * p) :=
  fun i => ((s i : ℤ) : ZMod (2 * p)) * k (σ i)

/-- The star of `k`: all images of `k` under coordinate permutations and sign changes. -/
def kStar (k : Fin d → ZMod (2 * p)) : Finset (Fin d → ZMod (2 * p)) :=
  univ.image fun g : Perm (Fin d) × (Fin d → ℤˣ) => pointOp g.1 g.2 k

/-- The number `n_j` of coordinates of `k` equal to `j` or `-j`. -/
def coordCount (k : Fin d → ZMod (2 * p)) (j : ℕ) : ℕ :=
  #{i | k i = (j : ZMod (2 * p)) ∨ k i = -(j : ZMod (2 * p))}

/-- The number `m` of coordinates of `k` other than `0` and `p`. -/
def freeCount (k : Fin d → ZMod (2 * p)) : ℕ :=
  #{i | k i ≠ 0 ∧ k i ≠ (p : ZMod (2 * p))}

/-- All distinct rearrangements of a list `a` of labels. -/
def arrangements {n : ℕ} (a : Fin d → Fin n) : Finset (Fin d → Fin n) :=
  univ.image fun (σ : Perm (Fin d)) i => a (σ i)

/-- The shell of a mesh coordinate: its distance from `0` on the periodic mesh, between `0`
and `p`. -/
def shell [NeZero p] (x : ZMod (2 * p)) : Fin (p + 1) :=
  ⟨x.valMinAbs.natAbs, by have := ZMod.natAbs_valMinAbs_le x; omega⟩

/-- A coordinate lies in shell `j` exactly when it equals `j` or `-j`. -/
theorem shell_eq_iff [NeZero p] (x : ZMod (2 * p)) (j : Fin (p + 1)) :
    shell x = j ↔ x = ((j : ℕ) : ZMod (2 * p)) ∨ x = -((j : ℕ) : ZMod (2 * p)) := by
  have hj : (j : ℕ) ≤ 2 * p / 2 := by have := j.isLt; omega
  rw [Fin.ext_iff]
  change x.valMinAbs.natAbs = (j : ℕ) ↔ _
  constructor
  · intro h
    have hx := ZMod.coe_valMinAbs x
    rcases Int.natAbs_eq x.valMinAbs with e | e
    · rw [h] at e
      rw [e] at hx
      exact Or.inl (by simpa using hx.symm)
    · rw [h] at e
      rw [e] at hx
      exact Or.inr (by simpa using hx.symm)
  · rintro (h | h)
    · rw [h, ZMod.valMinAbs_natCast_of_le_half hj, Int.natAbs_natCast]
    · rw [h, ZMod.natAbs_valMinAbs_neg, ZMod.valMinAbs_natCast_of_le_half hj,
        Int.natAbs_natCast]

/-- Two coordinates share a shell exactly when they agree up to sign. -/
theorem shell_eq_shell [NeZero p] (x y : ZMod (2 * p)) :
    shell x = shell y ↔ x = y ∨ x = -y := by
  have hy := (shell_eq_iff y (shell y)).1 rfl
  rw [shell_eq_iff]
  generalize ((shell y : ℕ) : ZMod (2 * p)) = c at hy ⊢
  rcases hy with h | h
  · rw [h]
  · rw [h, neg_neg, or_comm]

/-- The shell of `x` holds two coordinates if `x` is neither `0` nor `p`, and one otherwise. -/
theorem card_shell [NeZero p] (x : ZMod (2 * p)) :
    #{y | shell y = shell x} = if x ≠ 0 ∧ x ≠ (p : ZMod (2 * p)) then 2 else 1 := by
  -- only `0` and the zone boundary `p` are their own negatives
  have hself : -x = x ↔ x = 0 ∨ x = (p : ZMod (2 * p)) := by
    rw [ZMod.neg_eq_self_iff]
    refine or_congr_right ⟨fun h => ?_, fun h => ?_⟩
    · have hv : x.val = p := by omega
      rw [← ZMod.natCast_zmod_val x, hv]
    · have hp := NeZero.pos p
      rw [h, ZMod.val_natCast_of_lt (by omega)]
  have h : (univ.filter fun y => shell y = shell x) = {x, -x} := by
    ext y
    simp [shell_eq_shell]
  rw [h]
  split_ifs with hx
  · exact card_pair fun e => (hself.1 e.symm).elim hx.1 hx.2
  · have e : -x = x := hself.2 (by tauto)
    simp [e]

/-- A mesh point `q` lies in the star of `k` exactly when its shells are a rearrangement of the
shells of `k`. -/
theorem mem_kStar [NeZero p] (k q : Fin d → ZMod (2 * p)) :
    q ∈ kStar k ↔ ∃ σ : Perm (Fin d), ∀ i, shell (q i) = shell (k (σ i)) := by
  simp only [kStar, mem_image, mem_univ, true_and, Prod.exists, shell_eq_shell]
  constructor
  · rintro ⟨σ, s, rfl⟩
    refine ⟨σ, fun i => ?_⟩
    rcases Int.units_eq_one_or (s i) with h | h <;> simp [pointOp, h]
  · rintro ⟨σ, h⟩
    refine ⟨σ, fun i => if q i = k (σ i) then 1 else -1, funext fun i => ?_⟩
    change (((if q i = k (σ i) then 1 else -1 : ℤˣ) : ℤ) : ZMod (2 * p)) * k (σ i) = q i
    by_cases e : q i = k (σ i)
    · rw [if_pos e, e]
      simp
    · rw [if_neg e, (h i).resolve_left e]
      simp

/-- The number of distinct rearrangements of `d` labels, times the product of the factorials of
the label multiplicities, is `d!`. -/
theorem card_arrangements {n : ℕ} (a : Fin d → Fin n) :
    #(arrangements a) * ∏ j, (#{i | a i = j})! = d ! := by
  have hst : #{g : Perm (Fin d) | a ∘ g = a} = ∏ j, (#{i | a i = j})! := by
    have h := DomMulAct.stabilizer_card (f := a)
    simpa only [Fintype.card_subtype] using h
  have h := card_eq_sum_card_image (fun (σ : Perm (Fin d)) i => a (σ i)) univ
  rw [card_univ, Fintype.card_perm, Fintype.card_fin] at h
  rw [h]
  symm
  refine sum_const_nat fun b hb => ?_
  obtain ⟨τ, -, rfl⟩ := mem_image.1 hb
  -- every rearrangement is reached by equally many permutations
  rw [← hst]
  refine card_equiv (Equiv.mulRight τ⁻¹) fun σ => ?_
  simp only [mem_filter, mem_univ, true_and, funext_iff, Function.comp_apply,
    Equiv.coe_mulRight, Perm.mul_apply]
  exact ⟨fun h i => by simpa using h (τ⁻¹ i), fun h i => by simpa using h (τ i)⟩

/-- The star of `k` has `2^m` points for each distinct rearrangement of the shells of `k`. -/
theorem card_kStar_eq [NeZero p] (k : Fin d → ZMod (2 * p)) :
    #(kStar k) = #(arrangements fun i => shell (k i)) * 2 ^ freeCount k := by
  have hmap : ∀ q ∈ kStar k,
      (fun i => shell (q i)) ∈ arrangements fun i => shell (k i) := by
    intro q hq
    obtain ⟨σ, h⟩ := (mem_kStar k q).1 hq
    exact mem_image.2 ⟨σ, mem_univ _, funext fun i => (h i).symm⟩
  rw [card_eq_sum_card_fiberwise (f := fun q i => shell (q i))
    (t := arrangements fun i => shell (k i))
    (fun q hq => mem_coe.2 (hmap q (mem_coe.1 hq)))]
  refine sum_const_nat fun b hb => ?_
  obtain ⟨σ, -, rfl⟩ := mem_image.1 hb
  -- with the shells fixed, the coordinates are chosen independently
  have hf : ((kStar k).filter fun q => (fun i => shell (q i)) = fun i => shell (k (σ i))) =
      Fintype.piFinset fun i => univ.filter fun y => shell y = shell (k (σ i)) := by
    ext q
    simp only [mem_filter, Fintype.mem_piFinset, mem_univ, true_and, funext_iff, mem_kStar]
    exact ⟨fun h => h.2, fun h => ⟨⟨σ, h⟩, h⟩⟩
  refine (congrArg card hf).trans ?_
  rw [Fintype.card_piFinset]
  simp only [card_shell]
  rw [Equiv.prod_comp σ
    (fun i => if k i ≠ 0 ∧ k i ≠ (p : ZMod (2 * p)) then (2 : ℕ) else 1)]
  simp only [prod_ite, prod_const, one_pow, mul_one, freeCount]

/-- **Size of the star of a mesh point.** For `p ≥ 1` the star of `k` has
`2^m d! / (n_0! ⋯ n_p!)` points. -/
theorem card_kStar [NeZero p] (k : Fin d → ZMod (2 * p)) :
    (#(kStar k) : ℚ) =
      2 ^ freeCount k * (d ! : ℚ) / ∏ j ∈ range (p + 1), ((coordCount k j)! : ℚ) := by
  have h1 := card_arrangements fun i => shell (k i)
  have h2 : #(kStar k) * ∏ j ∈ range (p + 1), (coordCount k j)! = 2 ^ freeCount k * d ! := by
    rw [prod_range, card_kStar_eq, ← h1]
    simp only [coordCount, shell_eq_iff]
    ring
  rw [eq_div_iff (prod_ne_zero_iff.2 fun j _ => by exact_mod_cast Nat.factorial_ne_zero _)]
  exact_mod_cast h2

/-- For `p ≥ 1` the star of `k` has `2^d d!` points exactly when no coordinate is `0` or `p` and
no two coordinates agree up to sign. -/
theorem card_kStar_eq_full_iff [NeZero p] (k : Fin d → ZMod (2 * p)) :
    #(kStar k) = 2 ^ d * d ! ↔ freeCount k = d ∧ ∀ j ≤ p, coordCount k j ≤ 1 := by
  have hpos : 0 < ∏ j ∈ range (p + 1), (coordCount k j)! :=
    prod_pos fun j _ => Nat.factorial_pos _
  have h : #(kStar k) * ∏ j ∈ range (p + 1), (coordCount k j)! = 2 ^ freeCount k * d ! := by
    have h0 := card_kStar k
    rw [eq_div_iff (by exact_mod_cast hpos.ne')] at h0
    exact_mod_cast h0
  have hm : freeCount k ≤ d := (card_le_univ _).trans_eq (Fintype.card_fin d)
  constructor
  · intro e
    rw [e] at h
    have h' : 2 ^ d * ∏ j ∈ range (p + 1), (coordCount k j)! = 2 ^ freeCount k :=
      Nat.eq_of_mul_eq_mul_right (Nat.factorial_pos d) (by rw [← h]; ring)
    have hle : 2 ^ freeCount k ≤ 2 ^ d := Nat.pow_le_pow_right two_pos hm
    -- the sign factor is at most `2^d`, so the multiplicities contribute nothing
    have hP : ∏ j ∈ range (p + 1), (coordCount k j)! = 1 :=
      le_antisymm (Nat.le_of_mul_le_mul_left (by rw [h', mul_one]; exact hle)
        (pow_pos two_pos d)) hpos
    rw [hP, mul_one] at h'
    refine ⟨(Nat.pow_right_injective le_rfl h').symm, fun j hj => ?_⟩
    have hdvd := dvd_prod_of_mem (fun j => (coordCount k j)!)
      (mem_range.2 (Nat.lt_succ_of_le hj))
    rw [hP] at hdvd
    exact Nat.factorial_eq_one.1 (Nat.dvd_one.1 hdvd)
  · rintro ⟨h1, h2⟩
    have hP : ∏ j ∈ range (p + 1), (coordCount k j)! = 1 :=
      prod_eq_one fun j hj =>
        Nat.factorial_eq_one.2 (h2 j (Nat.lt_succ_iff.1 (mem_range.1 hj)))
    rw [hP, mul_one, h1] at h
    exact h

/-- A point `(x, …, x)` on the body diagonal, with `x` neither `0` nor `p`, has a star of `2^d`
points. -/
theorem card_kStar_diagonal [NeZero p] (x : ZMod (2 * p)) (h0 : x ≠ 0)
    (hp : x ≠ (p : ZMod (2 * p))) : #(kStar fun _ : Fin d => x) = 2 ^ d := by
  have ha : arrangements (fun _ : Fin d => shell x) = {fun _ => shell x} :=
    image_const univ_nonempty _
  rw [card_kStar_eq, ha]
  simp [freeCount, h0, hp]

end KPointStar
```

```lean
#print axioms KPointStar.card_kStar
-- 'KPointStar.card_kStar' depends on axioms: [propext, Classical.choice, Quot.sound]
#print axioms KPointStar.card_kStar_eq_full_iff
-- 'KPointStar.card_kStar_eq_full_iff' depends on axioms: [propext, Classical.choice, Quot.sound]
#print axioms KPointStar.card_kStar_diagonal
-- 'KPointStar.card_kStar_diagonal' depends on axioms: [propext, Classical.choice, Quot.sound]
```

## From the lemmas to the formula

`shell` takes the absolute value of `valMinAbs`, the representative $r$ above. `shell_eq_iff` and `shell_eq_shell` identify equal shells with equality up to sign. `card_shell` first finds the coordinates that are their own negatives, then writes the shell of $x$ as $\{x,-x\}$ and counts it in the two cases.

`mem_kStar` is the membership step. Its converse picks the sign $1$ where `q i = k (σ i)` and $-1$ elsewhere.

`card_arrangements` sorts the $d!$ permutations by the rearrangement they produce. Right multiplication by `τ⁻¹` matches the permutations that produce $a\circ\tau$ with those that fix $a$, and Mathlib's `DomMulAct.stabilizer_card` counts the latter.

`card_kStar_eq` splits the star by shell pattern. For a fixed pattern, `Fintype.piFinset` expresses the independent choice of coordinates, and `Equiv.prod_comp` removes `σ` from the product, leaving $2^m$.

`card_kStar` combines the two counts as $N\prod_j n_j!=2^m d!$ in the natural numbers and then divides by the non-zero product. `card_kStar_eq_full_iff` returns to that product form and applies the inequality $2^m\le2^d$. `card_kStar_diagonal` shows that the set of arrangements has a single element and uses `card_kStar_eq`.
